# Normalized kinetically balanced Gaussians with κ < 0 are no worse conditioned than their large-component partners

For two exponents \(a,b>0\) put \(t=2\sqrt{ab}/(a+b)\le 1\). For \(p>0\), the normalized radial Gaussians proportional to \(r^{p-1/2}e^{-ar^2}\) and \(r^{p-1/2}e^{-br^2}\) have the overlap matrix \(G_p=\begin{pmatrix}1&t^p\\t^p&1\end{pmatrix}\) with eigenvalues \(1\pm t^p\), so raising \(p\) can only raise the smaller one and lower the larger one. The same holds for the smallest and largest eigenvalues with any finite set of positive exponents, and for \(\kappa<0\) kinetic balance is the step from \(p\) to \(p+1\).

In Lean 4 with Mathlib:

```lean
import Mathlib

open MeasureTheory Matrix

namespace KineticBalanceConditioning

noncomputable section

/-- Radial Gaussian `(2a)^(p/2) r^(p-1/2) exp(-a r²)` for `a > 0` and `r > 0`;
angular momentum `l` corresponds to `p = l + 3/2`. -/
def gaussian (p a r : ℝ) : ℝ := √(2 * a) ^ p * (r ^ (p - 1 / 2) * Real.exp (-(a * r ^ 2)))

/-- The closed form `(2 √(ab) / (a + b))^p`, for positive exponents `a` and `b`. -/
def overlap (p a b : ℝ) : ℝ := (2 * √(a * b) / (a + b)) ^ p

variable {ι : Type*}

/-- The matrix `G_p` of a set of positive Gaussian exponents. -/
def G (p : ℝ) (a : ι → ℝ) : Matrix ι ι ℝ := Matrix.of fun i j => overlap p (a i) (a j)

/-- The real eigenvalues of a matrix. -/
def eigenvalueSet [Fintype ι] (A : Matrix ι ι ℝ) : Set ℝ :=
  {μ | ∃ v : ι → ℝ, v ≠ 0 ∧ A *ᵥ v = μ • v}

/-- Kinetic balance: for `a > 0` and `r > 0`, the operator `d/dr + κ/r` with `κ = 1/2 - p` turns
the Gaussian of index `p` into a multiple of the one of index `p + 1` with the same exponent. -/
theorem kinetic_balance (p : ℝ) {a r : ℝ} (ha : 0 < a) (hr : 0 < r) :
    deriv (gaussian p a) r + (1 / 2 - p) / r * gaussian p a r
      = -√(2 * a) * gaussian (p + 1) a r := by
  have h : HasDerivAt (gaussian p a) (√(2 * a) ^ p *
      ((p - 1 / 2) * r ^ (p - 1 / 2 - 1) * Real.exp (-(a * r ^ 2))
        + r ^ (p - 1 / 2) * (Real.exp (-(a * r ^ 2)) * (-(a * (2 * r)))))) r :=
    (((Real.hasDerivAt_rpow_const (p := p - 1 / 2) (Or.inl hr.ne')).fun_mul
      ((hasDerivAt_pow 2 r).const_mul a).fun_neg.exp).const_mul _).congr_deriv (by simp)
  have hq : 0 < √(2 * a) := by positivity
  have hqq : √(2 * a) * √(2 * a) = 2 * a := Real.mul_self_sqrt (by positivity)
  rw [h.deriv]
  simp only [gaussian]
  rw [Real.rpow_sub_one hr.ne' (p - 1 / 2), show p + 1 - 1 / 2 = p - 1 / 2 + 1 by ring,
    Real.rpow_add_one hr.ne' (p - 1 / 2), Real.rpow_add_one hq.ne' p]
  generalize r ^ (p - 1 / 2) = R
  generalize √(2 * a) ^ p = w
  generalize Real.exp (-(a * r ^ 2)) = E
  linear_combination w * R * r * E * hqq

/-- For positive `p`, `a` and `b`, the radial overlap integral of two Gaussians is
`Γ(p)/2` times the closed form. -/
theorem gaussian_overlap {p a b : ℝ} (hp : 0 < p) (ha : 0 < a) (hb : 0 < b) :
    ∫ r in Set.Ioi (0 : ℝ), gaussian p a r * gaussian p b r
      = Real.Gamma p / 2 * overlap p a b := by
  have hab : 0 < a + b := add_pos ha hb
  have e : √(2 * a) * √(2 * b) = 2 * √(a * b) := by
    rw [← Real.sqrt_mul (by positivity), show 2 * a * (2 * b) = 2 ^ 2 * (a * b) by ring,
      Real.sqrt_mul (by positivity), Real.sqrt_sq (by norm_num)]
  have h1 : Set.EqOn (fun r => gaussian p a r * gaussian p b r) (fun r => (2 * √(a * b)) ^ p *
      (r ^ (2 * p - 1) * Real.exp (-(a + b) * r ^ (2 : ℝ)))) (Set.Ioi 0) := by
    intro r hr
    have hr0 : 0 < r := hr
    simp only [gaussian]
    rw [← e, Real.mul_rpow (Real.sqrt_nonneg _) (Real.sqrt_nonneg _),
      show 2 * p - 1 = (p - 1 / 2) + (p - 1 / 2) by ring, Real.rpow_add hr0, Real.rpow_two,
      show -(a + b) * r ^ 2 = -(a * r ^ 2) + -(b * r ^ 2) by ring, Real.exp_add]
    ring
  have h := integral_rpow_mul_exp_neg_mul_rpow (p := 2) (q := 2 * p - 1) (b := a + b)
    (by norm_num) (by linarith) hab
  rw [show -((2 * p - 1) + 1) / 2 = -p by ring, show ((2 * p - 1) + 1) / 2 = p by ring] at h
  rw [setIntegral_congr_fun measurableSet_Ioi h1, integral_const_mul, h, overlap,
    Real.div_rpow (by positivity) hab.le, Real.rpow_neg hab.le]
  ring

variable [Fintype ι]

/-- A quadratic form written as a double sum. -/
theorem form_eq_sum (A : Matrix ι ι ℝ) (x : ι → ℝ) :
    x ⬝ᵥ A *ᵥ x = ∑ i, ∑ j, A i j * (x i * x j) := by
  simp only [dotProduct, mulVec, Finset.mul_sum]
  exact Finset.sum_congr rfl fun i _ => Finset.sum_congr rfl fun j _ => by ring

/-- For positive exponents and `s > 0`, entrywise multiplication by `G_s` keeps a nonnegative
quadratic form nonnegative. -/
theorem form_hadamard_nonneg {a : ι → ℝ} (ha : ∀ i, 0 < a i) {s : ℝ} (hs : 0 < s)
    {C : Matrix ι ι ℝ} (hC : ∀ x : ι → ℝ, 0 ≤ x ⬝ᵥ C *ᵥ x) (x : ι → ℝ) :
    0 ≤ x ⬝ᵥ (Matrix.hadamard C (G s a)) *ᵥ x := by
  have hΓ : 0 < Real.Gamma s / 2 := half_pos (Real.Gamma_pos_of_pos hs)
  have hint : ∀ i j, Integrable (fun r => gaussian s (a i) r * gaussian s (a j) r)
      (volume.restrict (Set.Ioi (0 : ℝ))) := by
    intro i j
    by_contra h
    have h1 := gaussian_overlap hs (ha i) (ha j)
    rw [integral_undef h] at h1
    have hi := ha i
    have hj := ha j
    have h2 : 0 < overlap s (a i) (a j) := by unfold overlap; positivity
    linarith [mul_pos hΓ h2]
  -- the new form is an integral of old forms at vectors weighted by the Gaussians
  have key : ∫ r in Set.Ioi (0 : ℝ),
      ((fun i => x i * gaussian s (a i) r) ⬝ᵥ C *ᵥ (fun i => x i * gaussian s (a i) r))
      = Real.Gamma s / 2 * (x ⬝ᵥ (Matrix.hadamard C (G s a)) *ᵥ x) := by
    have h1 : ∀ r : ℝ,
        ((fun i => x i * gaussian s (a i) r) ⬝ᵥ C *ᵥ (fun i => x i * gaussian s (a i) r))
        = ∑ i, ∑ j, C i j * (x i * x j) * (gaussian s (a i) r * gaussian s (a j) r) := by
      intro r
      rw [form_eq_sum]
      exact Finset.sum_congr rfl fun i _ => Finset.sum_congr rfl fun j _ => by ring
    simp only [h1]
    rw [integral_finsetSum _ (fun i _ => integrable_finsetSum _
      fun j _ => (hint i j).const_mul _), form_eq_sum, Finset.mul_sum]
    refine Finset.sum_congr rfl fun i _ => ?_
    rw [integral_finsetSum _ (fun j _ => (hint i j).const_mul _), Finset.mul_sum]
    refine Finset.sum_congr rfl fun j _ => ?_
    rw [integral_const_mul, gaussian_overlap hs (ha i) (ha j)]
    simp only [Matrix.hadamard_apply, G, Matrix.of_apply]
    ring
  refine (mul_nonneg_iff_of_pos_left hΓ).mp ?_
  rw [← key]
  exact integral_nonneg fun r => hC _

variable [DecidableEq ι]

/-- Variational principle: for a real symmetric matrix `A` and `σ ≠ 0`, `σ μ + c` is nonnegative
at every eigenvalue `μ` exactly when the quadratic form of `σ A + c` is nonnegative. -/
theorem eigenvalue_bound_iff {A : Matrix ι ι ℝ} (hA : A.IsHermitian) {σ : ℝ} (hσ : σ ≠ 0)
    (c : ℝ) : (∀ μ ∈ eigenvalueSet A, 0 ≤ σ * μ + c) ↔
      ∀ x : ι → ℝ, 0 ≤ x ⬝ᵥ (σ • A + c • (1 : Matrix ι ι ℝ)) *ᵥ x := by
  constructor
  · intro h x
    have hB : (σ • A + c • (1 : Matrix ι ι ℝ)).IsHermitian := by
      simp only [Matrix.IsHermitian, conjTranspose_add, conjTranspose_smul, star_trivial,
        conjTranspose_one, hA.eq]
    have hev : ∀ j, 0 ≤ hB.eigenvalues j := by
      intro j
      have hv := hB.mulVec_eigenvectorBasis j
      rw [add_mulVec, smul_mulVec, smul_mulVec, one_mulVec] at hv
      have hmem : σ⁻¹ * (hB.eigenvalues j - c) ∈ eigenvalueSet A := by
        refine ⟨(hB.eigenvectorBasis j).ofLp, fun h0 => ?_, ?_⟩
        · exact hB.eigenvectorBasis.orthonormal.ne_zero j (by ext i; exact congrFun h0 i)
        · rw [mul_smul, sub_smul, ← hv, add_sub_cancel_right, inv_smul_smul₀ hσ]
      have h1 := h _ hmem
      rwa [mul_inv_cancel_left₀ hσ, sub_add_cancel] at h1
    have h2 := (hB.posSemidef_iff_eigenvalues_nonneg.mpr hev).dotProduct_mulVec_nonneg x
    rwa [star_trivial] at h2
  · rintro h μ ⟨v, hv, e⟩
    have h1 := h v
    rw [add_mulVec, smul_mulVec, smul_mulVec, one_mulVec, e, smul_smul, ← add_smul,
      dotProduct_smul, smul_eq_mul] at h1
    have h2 : 0 ≤ v ⬝ᵥ v := Finset.sum_nonneg fun i _ => mul_self_nonneg (v i)
    have h3 : 0 < v ⬝ᵥ v := lt_of_le_of_ne h2 fun h0 => hv (dotProduct_self_eq_zero.mp h0.symm)
    exact (mul_nonneg_iff_of_pos_right h3).mp h1

/-- For positive exponents and `p ≤ q`, the smallest eigenvalue of `G_q` is at least that of
`G_p`, and the largest eigenvalue of `G_q` is at most that of `G_p`. -/
theorem extreme_eigenvalues_monotone {a : ι → ℝ} (ha : ∀ i, 0 < a i) {p q : ℝ} (hpq : p ≤ q)
    {m M m' M' : ℝ} (hm : IsLeast (eigenvalueSet (G p a)) m)
    (hM : IsGreatest (eigenvalueSet (G p a)) M) (hm' : IsLeast (eigenvalueSet (G q a)) m')
    (hM' : IsGreatest (eigenvalueSet (G q a)) M') : m ≤ m' ∧ M' ≤ M := by
  rcases eq_or_lt_of_le hpq with rfl | hlt
  · exact ⟨hm.2 hm'.1, hM.2 hM'.1⟩
  have hG : ∀ r, (G r a).IsHermitian := by
    intro r
    ext i j
    simp [G, overlap, mul_comm (a j), add_comm (a j)]
  -- exponents add under the entrywise product, and the diagonal of `G` is one
  have hmul : ∀ i j, G p a i j * G (q - p) a i j = G q a i j := by
    intro i j
    have hi := ha i
    have hj := ha j
    simp only [G, Matrix.of_apply, overlap]
    rw [← Real.rpow_add (by positivity), add_sub_cancel]
  have hone : ∀ i j, (1 : Matrix ι ι ℝ) i j * G (q - p) a i j = (1 : Matrix ι ι ℝ) i j := by
    intro i j
    rcases eq_or_ne i j with rfl | h
    · have hi := ha i
      have h1 : 2 * √(a i * a i) / (a i + a i) = 1 := by
        rw [Real.sqrt_mul_self hi.le, ← two_mul]
        exact div_self (by positivity)
      simp only [G, Matrix.of_apply, overlap, h1, Real.one_rpow, mul_one]
    · rw [Matrix.one_apply_ne h, zero_mul]
  have key : ∀ σ c : ℝ, σ ≠ 0 → (∀ μ ∈ eigenvalueSet (G p a), 0 ≤ σ * μ + c) →
      ∀ μ ∈ eigenvalueSet (G q a), 0 ≤ σ * μ + c := by
    intro σ c hσ h
    refine (eigenvalue_bound_iff (hG q) hσ c).mpr fun x => ?_
    have h1 := form_hadamard_nonneg ha (sub_pos.mpr hlt)
      ((eigenvalue_bound_iff (hG p) hσ c).mp h) x
    convert h1 using 3
    ext i j
    simp only [Matrix.hadamard_apply, Matrix.add_apply, Matrix.smul_apply, smul_eq_mul]
    linear_combination -σ * hmul i j - c * hone i j
  constructor
  · linarith [key 1 (-m) one_ne_zero (fun μ hμ => by linarith [hm.2 hμ]) m' hm'.1]
  · linarith [key (-1) M (by norm_num) (fun μ hμ => by linarith [hM.2 hμ]) M' hM'.1]

/-- For positive exponents, if the smallest eigenvalue of `G_p` is positive, the ratio of largest
to smallest eigenvalue of `G_(p+1)` is at most that of `G_p`. -/
theorem balanced_condition_number_le {a : ι → ℝ} (ha : ∀ i, 0 < a i) {p m M m' M' : ℝ}
    (hpos : 0 < m) (hm : IsLeast (eigenvalueSet (G p a)) m)
    (hM : IsGreatest (eigenvalueSet (G p a)) M)
    (hm' : IsLeast (eigenvalueSet (G (p + 1) a)) m')
    (hM' : IsGreatest (eigenvalueSet (G (p + 1) a)) M') : M' / m' ≤ M / m := by
  obtain ⟨h1, h2⟩ := extreme_eigenvalues_monotone ha (by linarith) hm hM hm' hM'
  exact div_le_div₀ (hpos.le.trans (hm.2 hM.1)) h2 hpos h1

end

end KineticBalanceConditioning
```

```lean
#print axioms KineticBalanceConditioning.kinetic_balance
#print axioms KineticBalanceConditioning.balanced_condition_number_le
```

```
'KineticBalanceConditioning.kinetic_balance' depends on axioms: [propext, Classical.choice, Quot.sound]
'KineticBalanceConditioning.balanced_condition_number_le' depends on axioms: [propext, Classical.choice, Quot.sound]
```

## From large to small component

For \(a>0\) and \(r>0\), `gaussian p a r` is

\[
g_{p,a}(r)=(2a)^{p/2}\,r^{p-1/2}e^{-ar^2}.
\]

With \(p=l+3/2\) this is the radial large-component function \(r^{l+1}e^{-ar^2}\) of angular momentum \(l\), up to a constant. Kinetic balance takes the small-component function proportional to \((d/dr+\kappa/r)\) applied to the large one, which is the relation between the two components in the nonrelativistic limit. For \(\kappa=-(l+1)=\tfrac12-p\), the derivative of the power cancels against the \(\kappa/r\) term:

\[
\Big(\frac{d}{dr}+\frac{\frac12-p}{r}\Big)g_{p,a}
=-2a\,r\,g_{p,a}=-\sqrt{2a}\;g_{p+1,a}.
\]

This is `kinetic_balance`. The partner has the same exponent and index \(p+1\).

The overlap of two such functions follows from the substitution \(u=(a+b)r^2\). For \(p>0\),

\[
\int_0^\infty g_{p,a}\,g_{p,b}\,dr
=(2\sqrt{ab})^p\int_0^\infty r^{2p-1}e^{-(a+b)r^2}dr
=\frac{\Gamma(p)}2\left(\frac{2\sqrt{ab}}{a+b}\right)^p .
\]

This is `gaussian_overlap`. At \(b=a\) the last factor is 1, so every \(g_{p,a}\) has squared norm \(\Gamma(p)/2\), whatever its exponent. Dividing by the norms leaves exactly the matrix `G p a`, with entries \((G_p)_{ij}=\big(2\sqrt{a_ia_j}/(a_i+a_j)\big)^p\). The normalized large functions therefore have overlap matrix \(G_p\), and their normalized balanced partners have \(G_{p+1}\).

## Two exponents in numbers

Take \(a=1\), \(b=4\), so \(t=0.8\). For an \(s_{1/2}\) large component, \(p=3/2\) and \(t^p\approx0.716\). The eigenvalues are about 0.284 and 1.716, with ratio 6.03. The balanced partners have \(p=5/2\) and \(t^p\approx0.572\), hence eigenvalues of about 0.428 and 1.572, with ratio 3.68.

With three or more functions, smaller off-diagonal entries alone do not guarantee a larger smallest eigenvalue. The \(3\times3\) matrix with ones on the diagonal and 0.6 elsewhere has smallest eigenvalue 0.4; setting its two corner entries \((1,3)\) and \((3,1)\) to zero lowers it to \(1-0.6\sqrt2\approx0.15\). Both matrices are positive definite, so both are overlap matrices of some normalized functions. The argument needs more of the structure of \(G_p\).

## Why the spectrum contracts

Let \(p<q\) and \(s=q-p>0\); for \(p=q\) there is nothing to show. Let \(m\) and \(M\) be the extreme eigenvalues of \(G_p\). By the variational principle, \(G_p-m\mathbf 1\) and \(M\mathbf 1-G_p\) have nonnegative quadratic forms.

Suppose \(C\) is any matrix with \(y^TCy\ge0\) for all \(y\), and write \(C\circ G_s\) for the entrywise product. Replacing each entry of \(G_s\) by its overlap integral gives

\[
x^T(C\circ G_s)x=\frac{2}{\Gamma(s)}\int_0^\infty y(r)^TC\,y(r)\,dr\ge0,
\qquad y_i(r)=x_i\,g_{s,a_i}(r).
\]

Exponents add under the entrywise product, so \(G_p\circ G_s=G_q\). The diagonal of \(G_s\) is 1, so \(\mathbf 1\circ G_s=\mathbf 1\). Hence

\[
(G_p-m\mathbf 1)\circ G_s=G_q-m\mathbf 1,\qquad
(M\mathbf 1-G_p)\circ G_s=M\mathbf 1-G_q,
\]

and both have nonnegative forms. Testing them on eigenvectors of \(G_q\) for its smallest eigenvalue \(m'\) and its largest \(M'\) gives \(m'\ge m\) and \(M'\le M\).

In the file, `form_hadamard_nonneg` is the integral argument. `eigenvalue_bound_iff` is the variational principle, stated for \(\sigma A+c\mathbf 1\) so that one lemma serves both ends of the spectrum: `extreme_eigenvalues_monotone` uses it with \(\sigma=1,\ c=-m\) and with \(\sigma=-1,\ c=M\). Its local facts `hmul` and `hone` are the two entrywise identities.

## Integrability read off from the value

Exchanging the integral with the double sum over \(i,j\) requires each product \(g_{s,a_i}g_{s,a_j}\) to be integrable. The proof gets this from `integral_undef`: Mathlib assigns the value 0 to the integral of a non-integrable function. Since `gaussian_overlap` has already found a strictly positive value, the product must be integrable, and no separate estimate of the integrand is needed.

## What the theorems say

The exponents are a function `a : ι → ℝ` on a finite index type, all positive; repetitions are allowed. `eigenvalueSet A` contains the real \(\mu\) with \(Av=\mu v\) for some \(v\ne0\). `IsLeast` and `IsGreatest` say that \(m\) and \(M\) belong to this set and bound it. `extreme_eigenvalues_monotone` holds for all real \(p\le q\), while the reading as overlap matrices requires positive indices.

`balanced_condition_number_le` takes \(q=p+1\) and concludes \(M'/m'\le M/m\). Its hypothesis \(0<m\) stands for linear independence of the large set; a repeated exponent violates it. The inequality follows by dividing the smaller numerator by the larger denominator.

For four-component calculations this means that, within one block of uncontracted Gaussians with \(\kappa<0\), normalized balanced partners do not aggravate the near-linear dependence that hampers orthogonalization of the basis. The normalization matters: the factors \(-\sqrt{2a_i}\) from kinetic balance differ between functions, and keeping them gives a different overlap matrix, to which the bound does not apply. Nor does it apply to contracted functions. For \(\kappa=l>0\) the balanced partner is a sum of two powers of \(r\) times the Gaussian, which `kinetic_balance` does not cover. Integration by parts shows that the overlaps of these partners are nevertheless the same as for \(\kappa=-(l+1)\) with the same large functions, because \(\kappa(\kappa+1)=l(l+1)\) in both cases, so the bound holds there too.
